# For |r| < 1, the squared 2D Landau density of states has relative Shubnikov–de Haas amplitude −4r/(1+r²)

For a two-dimensional electron gas, I have seen the relative Shubnikov–de Haas amplitude given as $-4r/(1+r^2)$, but I have always used $-4r$. Here $r=e^{-\pi/(\omega_c\tau_q)}$ is the Dingle factor, with cyclotron frequency $\omega_c$ and quantum lifetime $\tau_q$. My version comes from keeping one harmonic of the density of states, $D\approx 1-2r\cos x$ with $x=2\pi\varepsilon/(\hbar\omega_c)$ at energy $\varepsilon$, and squaring it to first order in $r$.

What bothers me is that $D^2$ is never negative, so its $\cos x$ amplitude can't exceed twice its mean. For $r>1/2$ my formula breaks that bound. Do all the higher harmonics really combine into something as simple as $-4r/(1+r^2)$, and how far off is $-4r$?

## All harmonics together give −4r/(1+r²)

Yes, for equally spaced Lorentzian levels of equal width, at energies well above the lowest level. The full harmonic series is then $D=1+2\sum_{p\ge1}(-r)^p\cos px$, and for $|r|<1$ its square has

$$\text{mean}=\frac{1+r^2}{1-r^2},\qquad \cos x\text{ amplitude}=\frac{-4r}{1-r^2},\qquad \text{ratio}=\frac{-4r}{1+r^2}.$$

For $0\le r<1$, your $-4r$ is too large in size by at most $4r^3$. At $r=1/2$ it gives $-2$, where the exact value is $-1.6$. Products of neighbouring harmonics change the $\cos x$ term, and the square of each harmonic, the first included, raises the background by which you divide.

## Two linear relations fix the mean and the amplitude

**The series.** Put $z=-re^{ix}$, so that $|z|<1$ and $\operatorname{Re}z^p=(-r)^p\cos px$. Write $q=|1-z|^2=1+2r\cos x+r^2$, which is positive. The geometric series gives

$$\sum_{p\ge1}(-r)^p\cos px=\operatorname{Re}\frac{z}{1-z}=\frac{\operatorname{Re}z-|z|^2}{q}=-\frac{r\cos x+r^2}{q}.$$

Doubling this and adding 1 gives $D=(1-r^2)/q$.

**The mean of $D$.** Let $u=r\sin x/(1+r\cos x)$. Then

$$u'=\frac{r\cos x+r^2}{(1+r\cos x)^2},\qquad 1+u^2=\frac{q}{(1+r\cos x)^2}.$$

Hence $(x-2\arctan u)'=1-2(r\cos x+r^2)/q=D$. Since $u$ vanishes at $0$ and $2\pi$, the integral of $D$ over a period is $2\pi$, and its mean is 1. Broadening moves states but keeps their number.

**First relation.** Let $M$ be the mean of $D^2$ and $C$ its $\cos x$ amplitude, so that $D^2\cos x$ has mean $C/2$. Differentiating,

$$\left(\frac{\sin x}{q}\right)'=\frac{q\cos x+2r\sin^2x}{q^2}=\frac{2r+(1+r^2)\cos x}{q^2}.$$

Multiplied by $(1-r^2)^2$, the right side is $(2r+(1+r^2)\cos x)D^2$. It is the derivative of a periodic function, so its mean is zero:

$$2rM+\tfrac12(1+r^2)C=0.$$

This already fixes the ratio $C/M=-4r/(1+r^2)$.

**Second relation.** From $qD=1-r^2$ we get $qD^2=(1-r^2)D$. Taking means,

$$(1+r^2)M+rC=1-r^2.$$

Multiply this by $1+r^2$ and subtract $2r$ times the first relation. The $C$ terms cancel, leaving $(1-r^2)^2M=(1-r^2)(1+r^2)$. So $M=(1+r^2)/(1-r^2)$, and the first relation gives $C=-4r/(1-r^2)$.

**The Dingle factor and the error.** With $r=e^{-a}$ and $a=\pi/(\omega_c\tau_q)$,

$$\frac{-4r}{1+r^2}=\frac{-4}{r^{-1}+r}=-\frac{2}{\cosh a}.$$

The difference from your formula is $-4r/(1+r^2)+4r=4r^3/(1+r^2)$, which lies between $0$ and $4r^3$ for $0\le r<1$.

## The same quantities in Lean

`landauDOS r x` is the two-dimensional $D(x)$ in units of its zero-field value. In three dimensions, motion along the field gives the harmonics different weights, and these results do not apply. It is defined by the infinite series, and the closed form is a theorem. Lean's index `p` starts at 0, so its term `p` is harmonic $p+1$ above. `periodMean` divides the integral over $[0,2\pi]$ by $2\pi$, while `cosAmplitude` includes the weight $\cos x$ and divides by $\pi$. `relativeAmplitude` is their quotient and keeps its sign: for $r>0$, the minus sign says that $D^2$ is low where $x$ is a multiple of $2\pi$, midway between Landau levels.

The main theorem, `shubnikov_de_haas`, takes any real $r$ with $|r|<1$ and states the three values above. In `dingle ω τ`, the letters stand for $\omega_c$ and the quantum lifetime $\tau_q$, not the transport time. This factor represents Lorentzian levels of half-width $\hbar/(2\tau_q)$, the same for every level. `relativeAmplitude_dingle` assumes both arguments positive and gives the hyperbolic cosine form; `lowest_order_error` bounds the error of $-4r$.

The step from here to a measured resistance is the assumption that the oscillating signal is proportional to $D^2$, with one factor for the available states and one for the scattering rate. The averages are also taken over the phase at fixed $r$, whereas a field sweep changes both, and there is no thermal smearing or spin splitting. The Fermi energy is held fixed as well. At fixed electron density it oscillates with the field, which changes the relative amplitude at order $r^3$, the same order as the correction to $-4r$ found here. A Dingle plot draws the logarithm of the amplitude against inverse field to extract $\tau_q$. Within this non-interacting model with a field-independent lifetime and a fixed Fermi energy, it bends away from a straight line as $r$ grows, in a direction that depends on the normalisation. Relative to the period mean, the size $4r/(1+r^2)$ falls below the line given by $4r$; in units of the zero-field value, the size $4r/(1-r^2)$ rises above it.

```lean
import Mathlib

open Real

namespace ShubnikovDeHaas

noncomputable section

/-- The broadened Landau density of states, in units of its zero-field value, as a sum over
harmonics of the phase `x`, for a damping factor `r` with `|r| < 1`. -/
def landauDOS (r x : ℝ) : ℝ :=
  1 + 2 * ∑' p : ℕ, (-r) ^ (p + 1) * cos (((p : ℝ) + 1) * x)

/-- The Dingle factor for cyclotron frequency `ω > 0` and quantum lifetime `τ > 0`. -/
def dingle (ω τ : ℝ) : ℝ := exp (-(π / (ω * τ)))

/-- The mean of a function over one period `2π`. -/
def periodMean (f : ℝ → ℝ) : ℝ := (∫ x in (0 : ℝ)..(2 * π), f x) / (2 * π)

/-- The Fourier amplitude of `cos x` in a function of period `2π`. -/
def cosAmplitude (f : ℝ → ℝ) : ℝ := (∫ x in (0 : ℝ)..(2 * π), f x * cos x) / π

/-- The amplitude of `cos x` relative to the period mean, for functions of nonzero mean. -/
def relativeAmplitude (f : ℝ → ℝ) : ℝ := cosAmplitude f / periodMean f

lemma one_add_pos {r : ℝ} (hr : |r| < 1) (x : ℝ) : 0 < 1 + r * cos x := by
  have h1 : |r * cos x| ≤ |r| := by
    rw [abs_mul]
    exact mul_le_of_le_one_right (abs_nonneg r) (Real.abs_cos_le_one x)
  linarith [neg_abs_le (r * cos x)]

lemma denom_pos {r : ℝ} (hr : |r| < 1) (x : ℝ) : 0 < 1 + 2 * r * cos x + r ^ 2 := by
  have e : 1 + 2 * r * cos x + r ^ 2 = (1 + r * cos x) ^ 2 + (r * sin x) ^ 2 := by
    linear_combination (-(r ^ 2)) * Real.sin_sq_add_cos_sq x
  have h1 := pow_pos (one_add_pos hr x) 2
  have h2 := sq_nonneg (r * sin x)
  linarith

/-- For `|r| < 1` the damped harmonics of the density of states have a convergent sum,
given here in closed form. -/
theorem harmonics_hasSum {r : ℝ} (hr : |r| < 1) (x : ℝ) :
    HasSum (fun p : ℕ => (-r) ^ (p + 1) * cos (((p : ℝ) + 1) * x))
      (-(r * cos x + r ^ 2) / (1 + 2 * r * cos x + r ^ 2)) := by
  -- the harmonics are real parts of powers of `z = -r exp(ix)`
  obtain ⟨z, hz⟩ : ∃ z : ℂ, z = ((-r : ℝ) : ℂ) * Complex.exp (x * Complex.I) := ⟨_, rfl⟩
  have hn : ‖z‖ < 1 := by
    rw [hz, norm_mul, Complex.norm_exp_ofReal_mul_I, mul_one, Complex.norm_real,
      Real.norm_eq_abs, abs_neg]
    exact hr
  have hre : z.re = -r * cos x := by
    rw [hz, Complex.re_ofReal_mul, Complex.exp_ofReal_mul_I_re]
  have him : z.im = -r * sin x := by
    rw [hz, Complex.im_ofReal_mul, Complex.exp_ofReal_mul_I_im]
  have ht : ∀ p : ℕ, (z * z ^ p).re = (-r) ^ (p + 1) * cos (((p : ℝ) + 1) * x) := by
    intro p
    have he : Complex.exp (((((p : ℝ) + 1) * x : ℝ) : ℂ) * Complex.I)
        = Complex.exp (x * Complex.I) ^ (p + 1) := by
      rw [← Complex.exp_nat_mul]
      congr 1
      push_cast
      ring
    have hp : z * z ^ p = (((-r) ^ (p + 1) : ℝ) : ℂ) *
        Complex.exp (((((p : ℝ) + 1) * x : ℝ) : ℂ) * Complex.I) := by
      rw [he, hz, Complex.ofReal_pow]
      ring
    rw [hp, Complex.re_ofReal_mul, Complex.exp_ofReal_mul_I_re]
  have hN : Complex.normSq (1 - z) = 1 + 2 * r * cos x + r ^ 2 := by
    rw [Complex.normSq_apply, Complex.sub_re, Complex.sub_im, Complex.one_re,
      Complex.one_im, hre, him]
    linear_combination r ^ 2 * Real.sin_sq_add_cos_sq x
  have hv : (z * (1 - z)⁻¹).re
      = -(r * cos x + r ^ 2) / (1 + 2 * r * cos x + r ^ 2) := by
    rw [Complex.mul_re, Complex.inv_re, Complex.inv_im, hN, Complex.sub_re,
      Complex.sub_im, Complex.one_re, Complex.one_im, hre, him]
    linear_combination
      (-(r ^ 2) / (1 + 2 * r * cos x + r ^ 2)) * Real.sin_sq_add_cos_sq x
  have key : HasSum (fun p : ℕ => (z * z ^ p).re) (z * (1 - z)⁻¹).re :=
    Complex.reCLM.hasSum ((hasSum_geometric_of_norm_lt_one hn).mul_left z)
  simpa only [ht, hv] using key

/-- For `|r| < 1` the harmonic series of the density of states sums to a closed form. -/
theorem landauDOS_eq {r : ℝ} (hr : |r| < 1) (x : ℝ) :
    landauDOS r x = (1 - r ^ 2) / (1 + 2 * r * cos x + r ^ 2) := by
  have hq := (denom_pos hr x).ne'
  rw [landauDOS, (harmonics_hasSum hr x).tsum_eq]
  field_simp
  ring

lemma continuous_landauDOS {r : ℝ} (hr : |r| < 1) : Continuous (landauDOS r) := by
  rw [show landauDOS r = fun x => (1 - r ^ 2) / (1 + 2 * r * cos x + r ^ 2) from
    funext (landauDOS_eq hr)]
  exact Continuous.div (by fun_prop) (by fun_prop) (fun x => (denom_pos hr x).ne')

/-- For `|r| < 1` the density of states is the derivative of an explicit
integrated density of states. -/
theorem hasDerivAt_integratedDOS {r : ℝ} (hr : |r| < 1) (x : ℝ) :
    HasDerivAt (fun y => y - 2 * arctan (r * sin y / (1 + r * cos y)))
      (landauDOS r x) x := by
  have h1 := (one_add_pos hr x).ne'
  have hq := (denom_pos hr x).ne'
  have hu : HasDerivAt (fun y => r * sin y / (1 + r * cos y))
      ((r * cos x + r ^ 2) / (1 + r * cos x) ^ 2) x := by
    have e : r * cos x + r ^ 2
        = r * cos x * (1 + r * cos x) - r * sin x * (r * (-sin x)) := by
      linear_combination (-(r ^ 2)) * Real.sin_sq_add_cos_sq x
    rw [e]
    exact ((Real.hasDerivAt_sin x).const_mul r).fun_div
      (((Real.hasDerivAt_cos x).const_mul r).const_add 1) h1
  refine ((hasDerivAt_id' x).fun_sub (hu.arctan.const_mul 2)).congr_deriv ?_
  show 1 - 2 * (1 / (1 + (r * sin x / (1 + r * cos x)) ^ 2) *
    ((r * cos x + r ^ 2) / (1 + r * cos x) ^ 2)) = _
  have e : 1 + (r * sin x / (1 + r * cos x)) ^ 2
      = (1 + 2 * r * cos x + r ^ 2) / (1 + r * cos x) ^ 2 := by
    field_simp
    linear_combination r ^ 2 * Real.sin_sq_add_cos_sq x
  rw [e, landauDOS_eq hr]
  field_simp
  ring

/-- For `|r| < 1` broadening conserves the number of states: the mean of the density of
states over a period is its zero-field value. -/
theorem periodMean_landauDOS {r : ℝ} (hr : |r| < 1) : periodMean (landauDOS r) = 1 := by
  have h : ∫ x in (0 : ℝ)..(2 * π), landauDOS r x = 2 * π := by
    rw [intervalIntegral.integral_eq_sub_of_hasDerivAt
      (fun x _ => hasDerivAt_integratedDOS hr x)
      ((continuous_landauDOS hr).intervalIntegrable _ _)]
    simp
  rw [periodMean, h]
  exact div_self (by positivity)

lemma periodMean_weighted {f : ℝ → ℝ} (hf : Continuous f) (a b : ℝ) :
    periodMean (fun x => (a + b * cos x) * f x)
      = a * periodMean f + b / 2 * cosAmplitude f := by
  have e : (fun x => (a + b * cos x) * f x)
      = fun x => a * f x + b * (f x * cos x) := by
    funext x
    ring
  rw [e]
  simp only [periodMean, cosAmplitude]
  rw [intervalIntegral.integral_add
    ((by fun_prop : Continuous fun x => a * f x).intervalIntegrable _ _)
    ((by fun_prop : Continuous fun x => b * (f x * cos x)).intervalIntegrable _ _),
    intervalIntegral.integral_const_mul, intervalIntegral.integral_const_mul]
  ring

lemma balance {r : ℝ} (hr : |r| < 1) :
    periodMean (fun x => (2 * r + (1 + r ^ 2) * cos x) * landauDOS r x ^ 2) = 0 := by
  have hc := continuous_landauDOS hr
  -- the integrand is the derivative of a periodic function
  have hd : ∀ x, HasDerivAt
      (fun y => (1 - r ^ 2) ^ 2 * (sin y / (1 + 2 * r * cos y + r ^ 2)))
      ((2 * r + (1 + r ^ 2) * cos x) * landauDOS r x ^ 2) x := by
    intro x
    refine (((Real.hasDerivAt_sin x).fun_div
      ((((Real.hasDerivAt_cos x).const_mul (2 * r)).const_add 1).add_const (r ^ 2))
      (denom_pos hr x).ne').const_mul ((1 - r ^ 2) ^ 2)).congr_deriv ?_
    show (1 - r ^ 2) ^ 2 * ((cos x * (1 + 2 * r * cos x + r ^ 2)
      - sin x * (2 * r * (-sin x))) / (1 + 2 * r * cos x + r ^ 2) ^ 2) = _
    have e : cos x * (1 + 2 * r * cos x + r ^ 2) - sin x * (2 * r * (-sin x))
        = 2 * r + (1 + r ^ 2) * cos x := by
      linear_combination 2 * r * Real.sin_sq_add_cos_sq x
    rw [e, landauDOS_eq hr, div_pow]
    ring
  rw [periodMean, intervalIntegral.integral_eq_sub_of_hasDerivAt (fun x _ => hd x)
    ((by fun_prop : Continuous fun x =>
      (2 * r + (1 + r ^ 2) * cos x) * landauDOS r x ^ 2).intervalIntegrable _ _)]
  simp

/-- For `|r| < 1`, the squared density of states has the stated period mean, `cos x`
amplitude, and ratio of the two, the relative Shubnikov-de Haas amplitude. -/
theorem shubnikov_de_haas {r : ℝ} (hr : |r| < 1) :
    periodMean (fun x => landauDOS r x ^ 2) = (1 + r ^ 2) / (1 - r ^ 2) ∧
    cosAmplitude (fun x => landauDOS r x ^ 2) = -4 * r / (1 - r ^ 2) ∧
    relativeAmplitude (fun x => landauDOS r x ^ 2) = -4 * r / (1 + r ^ 2) := by
  obtain ⟨hl, hu⟩ := abs_lt.1 hr
  have hm : 1 - r ^ 2 ≠ 0 := by
    have : 0 < (1 + r) * (1 - r) := mul_pos (by linarith) (by linarith)
    nlinarith
  have hp : 1 + r ^ 2 ≠ 0 := by positivity
  have hc : Continuous (fun x => landauDOS r x ^ 2) := (continuous_landauDOS hr).pow 2
  have E1 := balance hr
  rw [periodMean_weighted hc] at E1
  -- second relation: the denominator times `D ^ 2` is proportional to `D`
  have E2 : periodMean (fun x => ((1 + r ^ 2) + 2 * r * cos x) * landauDOS r x ^ 2)
      = 1 - r ^ 2 := by
    have e : (fun x => ((1 + r ^ 2) + 2 * r * cos x) * landauDOS r x ^ 2)
        = fun x => (1 - r ^ 2) * landauDOS r x := by
      funext x
      have h : landauDOS r x * (1 + 2 * r * cos x + r ^ 2) = 1 - r ^ 2 := by
        rw [landauDOS_eq hr]
        exact div_mul_cancel₀ _ (denom_pos hr x).ne'
      linear_combination landauDOS r x * h
    have h1 := periodMean_landauDOS hr
    rw [periodMean] at h1
    rw [e, periodMean, intervalIntegral.integral_const_mul, mul_div_assoc, h1, mul_one]
  rw [periodMean_weighted hc] at E2
  have hM : periodMean (fun x => landauDOS r x ^ 2) * (1 - r ^ 2) = 1 + r ^ 2 := by
    apply mul_left_cancel₀ hm
    linear_combination (1 + r ^ 2) * E2 - 2 * r * E1
  have hC : cosAmplitude (fun x => landauDOS r x ^ 2) * (1 - r ^ 2) = -4 * r := by
    apply mul_left_cancel₀ hp
    linear_combination 2 * (1 - r ^ 2) * E1 - 4 * r * hM
  have hM' := (eq_div_iff hm).2 hM
  have hC' := (eq_div_iff hm).2 hC
  refine ⟨hM', hC', ?_⟩
  rw [relativeAmplitude, hM', hC']
  field_simp

/-- For positive cyclotron frequency and quantum lifetime, the relative amplitude of the squared
density of states is `-2` divided by the hyperbolic cosine of `π / (ω τ)`. -/
theorem relativeAmplitude_dingle {ω τ : ℝ} (hω : 0 < ω) (hτ : 0 < τ) :
    relativeAmplitude (fun x => landauDOS (dingle ω τ) x ^ 2)
      = -2 / cosh (π / (ω * τ)) := by
  have ha : 0 < π / (ω * τ) := by positivity
  have hr : |dingle ω τ| < 1 := by
    rw [dingle, abs_of_pos (Real.exp_pos _)]
    exact Real.exp_lt_one_iff.2 (by linarith)
  rw [(shubnikov_de_haas hr).2.2, div_eq_div_iff (by positivity) (Real.cosh_pos _).ne',
    Real.cosh_eq, dingle]
  have h : exp (π / (ω * τ)) * exp (-(π / (ω * τ))) = 1 := by
    rw [← Real.exp_add, add_neg_cancel, Real.exp_zero]
  linear_combination (-2) * h

/-- For `0 ≤ r < 1`, the lowest-order value `-4r` overestimates the size of the relative `cos x`
amplitude of the squared density of states by at most `4r³`. -/
theorem lowest_order_error {r : ℝ} (h0 : 0 ≤ r) (h1 : r < 1) :
    0 ≤ relativeAmplitude (fun x => landauDOS r x ^ 2) + 4 * r ∧
    relativeAmplitude (fun x => landauDOS r x ^ 2) + 4 * r ≤ 4 * r ^ 3 := by
  have hp : 1 + r ^ 2 ≠ 0 := by positivity
  have e : -4 * r / (1 + r ^ 2) + 4 * r = 4 * r ^ 3 / (1 + r ^ 2) := by
    rw [eq_div_iff hp, add_mul, div_mul_cancel₀ _ hp]
    ring
  rw [(shubnikov_de_haas (by rwa [abs_of_nonneg h0])).2.2, e]
  exact ⟨by positivity, div_le_self (by positivity) (by linarith [sq_nonneg r])⟩

end

end ShubnikovDeHaas
```

```lean
#print axioms ShubnikovDeHaas.shubnikov_de_haas
-- 'ShubnikovDeHaas.shubnikov_de_haas' depends on axioms: [propext, Classical.choice, Quot.sound]
#print axioms ShubnikovDeHaas.relativeAmplitude_dingle
-- 'ShubnikovDeHaas.relativeAmplitude_dingle' depends on axioms: [propext, Classical.choice, Quot.sound]
#print axioms ShubnikovDeHaas.lowest_order_error
-- 'ShubnikovDeHaas.lowest_order_error' depends on axioms: [propext, Classical.choice, Quot.sound]
```

## From the geometric series to the two relations

`one_add_pos` and `denom_pos` show that $1+r\cos x$ and $q$ are positive, so the later divisions by them are legitimate. `harmonics_hasSum` takes the real part of the complex geometric series. It proves convergence as well as the value, and `landauDOS_eq` turns that value into the closed form. `continuous_landauDOS` supplies the integrability needed later.

`hasDerivAt_integratedDOS` is the arctangent calculation, and `periodMean_landauDOS` evaluates it at the endpoints. `periodMean_weighted` says that $(a+b\cos x)f$ has mean $a$ times the mean of $f$ plus $b/2$ times its cosine amplitude. This is what turns an integral identity into a linear relation between $M$ and $C$.

`balance` proves that the mean in the first relation vanishes. In the main theorem, `E1` and `E2` are the two relations, and `linear_combination` carries out the elimination with the multipliers used above: $1+r^2$ for `E2` and $-2r$ for `E1`. The common factor $1-r^2$ is then cancelled, which is allowed because $|r|<1$. Lean obtains the ratio by dividing $C$ by $M$, although the first relation would also give it directly.

The last two theorems substitute into this ratio. One uses $e^ae^{-a}=1$; the other uses $1+r^2\ge1$.

## Why the primitive must not jump within the period

Both integrals are evaluated by `intervalIntegral.integral_eq_sub_of_hasDerivAt`, Mathlib's form of the fundamental theorem of calculus. It asks for a derivative at every point of the interval and for an integrable derivative, and it returns the difference of the endpoint values.

The first requirement matters for the mean of $D$. The half-angle substitution suggests the primitive

$$2\arctan\!\left(\frac{1-r}{1+r}\tan\frac x2\right),$$

which is zero at both $0$ and $2\pi$. Subtracting endpoint values would make the integral of a positive function vanish. The trouble is a jump of $2\pi$ at $x=\pi$, where the required derivative does not exist, so the Mathlib theorem cannot be applied to it. The primitive $x-2\arctan u$ has no such jump, because $1+r\cos x$ never vanishes, and the term $x$ carries the full $2\pi$.
